# Richardson-extrapolated second differences of a polynomial energy of degree at most seven: truncation and worst-case data error

## An energy curve known at five fields

The static electric dipole polarizability along a fixed axis is $\alpha=-E''(0)$, where $E(x)$ is the energy in a uniform electric field with signed strength $x$ along that axis, and the finite-field method can estimate it from a few computed energies; here $E$ is modelled as a real polynomial of degree at most seven, and the computed energies as arbitrary values within $\varepsilon$ of it. The number $\varepsilon\ge 0$ stands for incomplete convergence or a limited number of printed digits. For $h>0$, set

$$D(h)=\frac{E(h)-2E(0)+E(-h)}{h^2},\qquad R=\frac{4D(h)-D(2h)}{3}.$$

## What is stated

Let $c$ be the coefficient of $x^6$.

- **Truncation:** $R=E''(0)-8ch^4$ (`richardson_poly`, for any nonzero $h$).
- **Data error:** energy errors of size at most $\varepsilon$ change $D(h)$ by at most $4\varepsilon/h^2$ and $R$ by at most $16\varepsilon/(3h^2)$. Both bounds are attained (`secondDiff_noise`, `richardson_noise`).
- **Total:** $R$ from such data misses $E''(0)$ by at most $B(h)=8|c|h^4+16\varepsilon/(3h^2)$, also attained (`total_error`).
- **Best field:** if $c\neq0$ and $h_0>0$ satisfies $3|c|h_0^6=\varepsilon$, then $B(h_0)<B(h)$ for every other $h>0$ (`optimal_field`).

In Lean, `secondDiff` and `richardson` act on any function `ℝ → ℝ`, so they take exact and perturbed energies alike. The polynomial is `P`, $c$ is `P.coeff 6`, and $E''(0)$ is `P.derivative.derivative.eval 0`. The letter `F` denotes the perturbed energy function, not a field. `errorBound` is $B$, with `C` in place of $|c|$.

The step left to the user is the replacement of a real energy curve by a polynomial of degree at most seven: even terms from $x^8$ upwards would change the truncation error.

## Derivation

Write $E(x)=\sum_{k=0}^{7}a_kx^k$ with $a_6=c$. Odd terms cancel in $E(h)+E(-h)$, and $E''(0)=2a_2$, so

$$D(h)=E''(0)+2a_4h^2+2ch^4,\qquad D(2h)=E''(0)+8a_4h^2+32ch^4.$$

In $4D(h)-D(2h)$ the $h^2$ terms cancel, leaving $3E''(0)-24ch^4$. Division by 3 gives the truncation formula.

Let $\delta(x)$ be the energy error at field $x$. Then

$$\Delta D=\frac{\delta(h)-2\delta(0)+\delta(-h)}{h^2},$$

$$\Delta R=\frac{16\delta(h)+16\delta(-h)-30\delta(0)-\delta(2h)-\delta(-2h)}{12h^2}.$$

The absolute weights in the numerators sum to 4 and 64, which gives the two bounds. Taking $\delta=\varepsilon$ at $\pm h$ and $-\varepsilon$ elsewhere attains both.

The triangle inequality gives $B(h)$. The truncation error is $-8ch^4$, so the pattern is reversed when $c\ge0$ and kept when $c\le0$; the two errors then add in magnitude.

Finally, substituting $\varepsilon=3|c|h_0^6$,

$$B(h)-B(h_0)=\frac{8|c|\,(h^6-3h_0^4h^2+2h_0^6)}{h^2}=\frac{8|c|\,(h^2-h_0^2)^2(h^2+2h_0^2)}{h^2},$$

which is positive for $h\ne h_0$.

## The Lean file

```lean
import Mathlib

open Polynomial

namespace FiniteFieldRichardson

noncomputable section

/-- The central second difference `D(h)` of the energy `E` at field strength `h ≠ 0`. -/
def secondDiff (E : ℝ → ℝ) (h : ℝ) : ℝ := (E h - 2 * E 0 + E (-h)) / h ^ 2

/-- The Richardson combination `R = (4 D(h) - D(2h)) / 3` of second differences at the
fields `h` and `2h`, for `h ≠ 0`. -/
def richardson (E : ℝ → ℝ) (h : ℝ) : ℝ := (4 * secondDiff E h - secondDiff E (2 * h)) / 3

/-- An energy error equal to `ε` at the fields `h` and `-h`, and to `-ε` at all other fields,
for `h > 0`. -/
def worstNoise (h ε x : ℝ) : ℝ := if |x| = h then ε else -ε

/-- The sum of a truncation error `8 C h^4` and a data error `16 ε / (3 h^2)`, for `h ≠ 0`. -/
def errorBound (C ε h : ℝ) : ℝ := 8 * C * h ^ 4 + 16 * ε / (3 * h ^ 2)

/-- For a polynomial energy of degree at most seven and a nonzero field, the second difference
is the second derivative at zero field plus terms in `h^2` and `h^4`. -/
theorem secondDiff_poly (P : ℝ[X]) (hP : P.natDegree ≤ 7) {h : ℝ} (hh : h ≠ 0) :
    secondDiff (fun x => P.eval x) h =
      P.derivative.derivative.eval 0 + 2 * P.coeff 4 * h ^ 2 + 2 * P.coeff 6 * h ^ 4 := by
  have d2 : P.derivative.derivative.eval 0 = 2 * P.coeff 2 := by
    rw [← Polynomial.coeff_zero_eq_eval_zero, Polynomial.coeff_derivative,
      Polynomial.coeff_derivative]
    norm_num
    ring
  -- expand the energy in powers of the field
  have e := fun x : ℝ => Polynomial.eval_eq_sum_range' (show P.natDegree < 8 by omega) x
  rw [d2]
  simp only [secondDiff, e, Finset.sum_range_succ, Finset.sum_range_zero]
  rw [div_eq_iff (pow_ne_zero 2 hh)]
  ring

/-- For a polynomial energy of degree at most seven with `x^6` coefficient `c` and a nonzero
field, the Richardson combination equals `E''(0) - 8 c h^4`. -/
theorem richardson_poly (P : ℝ[X]) (hP : P.natDegree ≤ 7) {h : ℝ} (hh : h ≠ 0) :
    richardson (fun x => P.eval x) h =
      P.derivative.derivative.eval 0 - 8 * P.coeff 6 * h ^ 4 := by
  rw [richardson, secondDiff_poly P hP hh, secondDiff_poly P hP (mul_ne_zero two_ne_zero hh)]
  ring

/-- The error pattern `worstNoise` has magnitude `|ε|` at every field. -/
theorem worstNoise_abs (h ε x : ℝ) : |worstNoise h ε x| = |ε| := by
  unfold worstNoise
  split_ifs <;> simp

/-- For `h > 0`, the values of `worstNoise` at the five fields `h`, `-h`, `0`, `2h`, `-2h`. -/
theorem worstNoise_values {h : ℝ} (hh : 0 < h) (ε : ℝ) :
    worstNoise h ε h = ε ∧ worstNoise h ε (-h) = ε ∧ worstNoise h ε 0 = -ε ∧
      worstNoise h ε (2 * h) = -ε ∧ worstNoise h ε (-(2 * h)) = -ε := by
  have h2 : |2 * h| ≠ h := by
    rw [abs_of_pos (by positivity : 0 < 2 * h)]
    intro q
    linarith
  refine ⟨?_, ?_, ?_, ?_, ?_⟩
  · rw [worstNoise, abs_of_pos hh, if_pos rfl]
  · rw [worstNoise, abs_neg, abs_of_pos hh, if_pos rfl]
  · rw [worstNoise, abs_zero, if_neg hh.ne]
  · rw [worstNoise, if_neg h2]
  · rw [worstNoise, abs_neg, if_neg h2]

/-- For `h > 0` and `ε ≥ 0`, energy errors of size at most `ε` change the second difference by at
most `4 ε / h^2`, and the pattern `worstNoise` attains this bound. -/
theorem secondDiff_noise (E : ℝ → ℝ) {h ε : ℝ} (hh : 0 < h) (hε : 0 ≤ ε) :
    (∀ F : ℝ → ℝ, (∀ x, |F x - E x| ≤ ε) →
      |secondDiff F h - secondDiff E h| ≤ 4 * ε / h ^ 2) ∧
    |secondDiff (fun x => E x + worstNoise h ε x) h - secondDiff E h| = 4 * ε / h ^ 2 := by
  constructor
  · intro F hF
    obtain ⟨a1, a2⟩ := abs_le.mp (hF h)
    obtain ⟨b1, b2⟩ := abs_le.mp (hF (-h))
    obtain ⟨c1, c2⟩ := abs_le.mp (hF 0)
    have e : secondDiff F h - secondDiff E h =
        ((F h - E h) - 2 * (F 0 - E 0) + (F (-h) - E (-h))) / h ^ 2 := by
      unfold secondDiff
      ring
    have hp : 0 < h ^ 2 := by positivity
    rw [e, abs_div, abs_of_pos hp]
    gcongr
    rw [abs_le]
    constructor <;> linarith
  · obtain ⟨w1, w2, w3, -, -⟩ := worstNoise_values hh ε
    have e : secondDiff (fun x => E x + worstNoise h ε x) h - secondDiff E h
        = 4 * ε / h ^ 2 := by
      simp only [secondDiff, w1, w2, w3]
      ring
    rw [e, abs_of_nonneg (by positivity)]

/-- For `h > 0`, the error pattern `worstNoise` with amplitude `ε` of either sign shifts the
Richardson combination by `16 ε / (3 h^2)`. -/
theorem richardson_worst (E : ℝ → ℝ) {h : ℝ} (hh : 0 < h) (ε : ℝ) :
    richardson (fun x => E x + worstNoise h ε x) h =
      richardson E h + 16 * ε / (3 * h ^ 2) := by
  obtain ⟨w1, w2, w3, w4, w5⟩ := worstNoise_values hh ε
  simp only [richardson, secondDiff, w1, w2, w3, w4, w5]
  ring

/-- For `h > 0` and `ε ≥ 0`, energy errors of size at most `ε` change the Richardson combination by
at most `16 ε / (3 h^2)`, and the pattern `worstNoise` attains this bound. -/
theorem richardson_noise (E : ℝ → ℝ) {h ε : ℝ} (hh : 0 < h) (hε : 0 ≤ ε) :
    (∀ F : ℝ → ℝ, (∀ x, |F x - E x| ≤ ε) →
      |richardson F h - richardson E h| ≤ 16 * ε / (3 * h ^ 2)) ∧
    |richardson (fun x => E x + worstNoise h ε x) h - richardson E h|
      = 16 * ε / (3 * h ^ 2) := by
  constructor
  · intro F hF
    obtain ⟨a1, a2⟩ := abs_le.mp (hF h)
    obtain ⟨b1, b2⟩ := abs_le.mp (hF (-h))
    obtain ⟨c1, c2⟩ := abs_le.mp (hF 0)
    obtain ⟨d1, d2⟩ := abs_le.mp (hF (2 * h))
    obtain ⟨f1, f2⟩ := abs_le.mp (hF (-(2 * h)))
    -- the five energies enter with weights 16, 16, -30, -1, -1 over 12 h^2
    have e : richardson F h - richardson E h =
        (16 * (F h - E h) + 16 * (F (-h) - E (-h)) - 30 * (F 0 - E 0)
          - (F (2 * h) - E (2 * h)) - (F (-(2 * h)) - E (-(2 * h)))) / (12 * h ^ 2) := by
      unfold richardson secondDiff
      ring
    have hp : 0 < 12 * h ^ 2 := by positivity
    rw [e, abs_div, abs_of_pos hp,
      show 16 * ε / (3 * h ^ 2) = 64 * ε / (12 * h ^ 2) by ring]
    gcongr
    rw [abs_le]
    constructor <;> linarith
  · rw [richardson_worst E hh ε, add_sub_cancel_left, abs_of_nonneg (by positivity)]

/-- For a polynomial energy of degree at most seven with `x^6` coefficient `c`, known to within
`ε ≥ 0`, and `h > 0`, the Richardson combination misses `E''(0)` by at most
`8 |c| h^4 + 16 ε / (3 h^2)`, and some admissible energy data attain this bound. -/
theorem total_error (P : ℝ[X]) (hP : P.natDegree ≤ 7) {h ε : ℝ} (hh : 0 < h) (hε : 0 ≤ ε) :
    (∀ F : ℝ → ℝ, (∀ x, |F x - P.eval x| ≤ ε) →
      |richardson F h - P.derivative.derivative.eval 0| ≤ errorBound |P.coeff 6| ε h) ∧
    ∃ F : ℝ → ℝ, (∀ x, |F x - P.eval x| ≤ ε) ∧
      |richardson F h - P.derivative.derivative.eval 0| = errorBound |P.coeff 6| ε h := by
  have r := richardson_poly P hP hh.ne'
  have h4 : 0 ≤ h ^ 4 := by positivity
  have hn : 0 ≤ 16 * ε / (3 * h ^ 2) := by positivity
  constructor
  · intro F hF
    obtain ⟨a1, a2⟩ := abs_le.mp ((richardson_noise (fun x => P.eval x) hh hε).1 F hF)
    have u := mul_le_mul_of_nonneg_right (le_abs_self (P.coeff 6)) h4
    have v := mul_le_mul_of_nonneg_right (neg_abs_le (P.coeff 6)) h4
    rw [abs_le, errorBound]
    constructor <;> linarith
  · -- choose the sign of the data error so that it reinforces the truncation error
    rcases le_total 0 (P.coeff 6) with hc | hc
    · refine ⟨fun x => P.eval x + worstNoise h (-ε) x, ?_, ?_⟩
      · intro x
        simp [worstNoise_abs, abs_of_nonneg hε]
      · have e : richardson (fun x => P.eval x + worstNoise h (-ε) x) h
            - P.derivative.derivative.eval 0
            = -(8 * P.coeff 6 * h ^ 4 + 16 * ε / (3 * h ^ 2)) := by
          rw [richardson_worst (fun x => P.eval x) hh (-ε), r]
          ring
        have k := mul_nonneg hc h4
        rw [e, abs_neg, abs_of_nonneg hc, errorBound, abs_of_nonneg (by linarith)]
    · refine ⟨fun x => P.eval x + worstNoise h ε x, ?_, ?_⟩
      · intro x
        simp [worstNoise_abs, abs_of_nonneg hε]
      · have e : richardson (fun x => P.eval x + worstNoise h ε x) h
            - P.derivative.derivative.eval 0
            = 8 * (-P.coeff 6) * h ^ 4 + 16 * ε / (3 * h ^ 2) := by
          rw [richardson_worst (fun x => P.eval x) hh ε, r]
          ring
        have k := mul_nonneg (neg_nonneg.2 hc) h4
        rw [e, abs_of_nonpos hc, errorBound, abs_of_nonneg (by linarith)]

/-- For `C > 0`, the field `h₀ > 0` with `3 C h₀^6 = ε` gives a strictly smaller error bound
than any other positive field. -/
theorem optimal_field {C ε h₀ h : ℝ} (hC : 0 < C) (h0 : 0 < h₀) (hε : 3 * C * h₀ ^ 6 = ε)
    (hh : 0 < h) (hne : h ≠ h₀) : errorBound C ε h₀ < errorBound C ε h := by
  subst hε
  have n0 : h₀ ≠ 0 := h0.ne'
  have n1 : h ≠ 0 := hh.ne'
  -- the excess over the optimum is a square times positive factors
  have e : errorBound C (3 * C * h₀ ^ 6) h - errorBound C (3 * C * h₀ ^ 6) h₀ =
      8 * C * ((h - h₀) * (h + h₀)) ^ 2 * (h ^ 2 + 2 * h₀ ^ 2) / h ^ 2 := by
    unfold errorBound
    field
  have hx : (h - h₀) * (h + h₀) ≠ 0 :=
    mul_ne_zero (sub_ne_zero.2 hne) (add_pos hh h0).ne'
  have hs : 0 < ((h - h₀) * (h + h₀)) ^ 2 :=
    lt_of_le_of_ne (sq_nonneg _) (pow_ne_zero 2 hx).symm
  have hpos : 0 < 8 * C * ((h - h₀) * (h + h₀)) ^ 2 * (h ^ 2 + 2 * h₀ ^ 2) / h ^ 2 :=
    div_pos (mul_pos (mul_pos (by positivity) hs) (by positivity)) (by positivity)
  linarith

end

end FiniteFieldRichardson
```

```lean
#print axioms FiniteFieldRichardson.secondDiff_noise
-- 'FiniteFieldRichardson.secondDiff_noise' depends on axioms: [propext, Classical.choice, Quot.sound]
#print axioms FiniteFieldRichardson.total_error
-- 'FiniteFieldRichardson.total_error' depends on axioms: [propext, Classical.choice, Quot.sound]
#print axioms FiniteFieldRichardson.optimal_field
-- 'FiniteFieldRichardson.optimal_field' depends on axioms: [propext, Classical.choice, Quot.sound]
```

## From the derivation to the proof

`secondDiff_poly` expands the energy, and `richardson_poly` applies it at $h$ and $2h$, leaving the cancellation to `ring`.

In the two noise theorems, the equation `e` is the weighted sum above. `gcongr` reduces the bound to the numerators, and `linarith` combines the separate bounds on the energy errors. `worstNoise_values` evaluates the extremal pattern, and `richardson_worst` gives its signed shift, which `total_error` uses in its two cases for the sign of $c$. In `optimal_field`, `field` verifies the factorisation.

## Expanding a polynomial of unknown degree

The expansion rests on `Polynomial.eval_eq_sum_range'`. It writes the value of a polynomial as a sum over `range n` for any `n` above the degree. With `n` fixed at 8, the sum has a definite length although the degree of `P` is unknown. `Finset.sum_range_succ` then writes out eight terms, and `ring` can cancel the odd ones.

## In a polarizability calculation

One computes energies at $0,\pm h,\pm2h$ and forms $\alpha\approx-R$. As an illustration in atomic units, take $|c|=100$ and $\varepsilon=3\times10^{-10}$. Then $h_0=0.01$, and the worst-case error is $8\times10^{-6}$ from truncation plus $1.6\times10^{-5}$ from the energies, in total $2.4\times10^{-5}$, provided the polynomial model holds out to $\pm2h_0$.
